# For hopping t ≥ 0, the symmetric Fermi sea minimises the energy of 2m+1 free spinless fermions on a periodic tight-binding ring

The declaration `fermiSea_isLeast` concerns 2m+1 non-interacting spinless fermions on a finite periodic ring of L sites, with 2m+1 ≤ L and single-particle energies −2t cos(2πj/L), t ≥ 0. It states that filling the momentum labels −m, …, m gives the least total energy among all choices of 2m+1 distinct labels in the Brillouin zone, where the total energy is the sum of the occupied band energies. The proof measures energies from the Fermi level, the band energy at label m, and splits both the Fermi sea and a competing set `S` into their common part and the rest. Labels only in the sea contribute at most zero and labels only in `S` at least zero, and since both sets have the same number of elements, the shift by the Fermi level cancels.

An attempt in Lean 4 with a fault in it:

```lean
import Mathlib

open Filter Topology Real

namespace InfiniteUHubbardRing

noncomputable section

/-- The momentum `2πj/L` with integer label `j` on a ring of `L ≥ 1` sites. -/
def momentum (L : ℕ) (j : ℤ) : ℝ := 2 * π * j / L

/-- The tight-binding energy `-2t cos(2πj/L)` on a ring of `L ≥ 1` sites. -/
def band (t : ℝ) (L : ℕ) (j : ℤ) : ℝ := -2 * t * Real.cos (momentum L j)

/-- The Brillouin zone: the `L` consecutive momentum labels that end at `L/2`, rounded down. -/
def zone (L : ℕ) : Finset ℤ := Finset.Ioc ((L : ℤ) / 2 - L) ((L : ℤ) / 2)

/-- The symmetric set of occupied momentum labels `-m, ..., m`. -/
def fermiSea (m : ℕ) : Finset ℤ := Finset.Icc (-(m : ℤ)) m

/-- The total energy of spinless fermions occupying the momentum labels in `S`, for `L ≥ 1`. -/
def energy (t : ℝ) (L : ℕ) (S : Finset ℤ) : ℝ := ∑ j ∈ S, band t L j

/-- For `t ≥ 0`, the band energy inside the Brillouin zone does not decrease with the size of the
momentum. -/
theorem band_mono {t : ℝ} (ht : 0 ≤ t) {L : ℕ} (hL : 0 < L) {i j : ℤ}
    (hij : i.natAbs ≤ j.natAbs) (hj : 2 * j.natAbs ≤ L) : band t L i ≤ band t L j := by
  have hL' : (0 : ℝ) < L := Nat.cast_pos.2 hL
  have habs : ∀ a : ℤ, |momentum L a| = 2 * π * (a.natAbs : ℝ) / L := by
    intro a
    unfold momentum
    rw [abs_div, abs_mul, abs_of_pos Real.two_pi_pos, Nat.abs_cast, Nat.cast_natAbs,
      Int.cast_abs]
  have h1 : (i.natAbs : ℝ) ≤ (j.natAbs : ℝ) := (Nat.cast_le (α := ℝ)).2 hij
  have h2 : 2 * (j.natAbs : ℝ) ≤ L := by
    have h' := (Nat.cast_le (α := ℝ)).2 hj
    rwa [Nat.cast_mul, Nat.cast_ofNat] at h'
  have hc : Real.cos (momentum L j) ≤ Real.cos (momentum L i) := by
    rw [← Real.cos_abs (momentum L j), ← Real.cos_abs (momentum L i)]
    apply Real.cos_le_cos_of_nonneg_of_le_pi (abs_nonneg _)
    · rw [habs, div_le_iff₀ hL']
      nlinarith [mul_le_mul_of_nonneg_left h2 Real.pi_pos.le]
    · rw [habs, habs]
      gcongr
  unfold band
  nlinarith [mul_le_mul_of_nonneg_left hc ht]

/-- For `t ≥ 0` and `2m+1 ≤ L` spinless fermions on the periodic ring, the symmetric Fermi sea has
the least energy among all choices of distinct momenta. -/
theorem fermiSea_isLeast {t : ℝ} (ht : 0 ≤ t) {L m : ℕ} (h : 2 * m + 1 ≤ L) :
    IsLeast {E : ℝ | ∃ S ⊆ zone L, S.card = 2 * m + 1 ∧ energy t L S = E}
      (energy t L (fermiSea m)) := by
  have hF : (fermiSea m).card = 2 * m + 1 := by
    rw [fermiSea, Int.card_Icc]
    omega
  refine ⟨⟨fermiSea m, ?_, hF, rfl⟩, ?_⟩
  · intro j hj
    simp only [fermiSea, zone, Finset.mem_Icc, Finset.mem_Ioc] at *
    omega
  · rintro E ⟨S, hS, hc, rfl⟩
    -- measure all energies from the Fermi level
    have hlow : ∑ j ∈ fermiSea m \ S, (band t L j - band t L m) ≤ 0 := by
      apply Finset.sum_nonpos
      intro j hj
      have hj' := (Finset.mem_sdiff.1 hj).1
      simp only [fermiSea, Finset.mem_Icc] at hj'
      exact sub_nonpos.2 (band_mono ht (by omega) (by omega) (by omega))
    have hhigh : 0 ≤ ∑ j ∈ S \ fermiSea m, (band t L j - band t L m) := by
      apply Finset.sum_nonneg
      intro j hj
      have hz := hS (Finset.mem_sdiff.1 hj).1
      have hj' := (Finset.mem_sdiff.1 hj).2
      simp only [fermiSea, zone, Finset.mem_Icc, Finset.mem_Ioc] at hz hj'
      exact sub_nonneg.2 (band_mono ht (by omega) (by omega) (by omega))
    have e1 := Finset.sum_inter_add_sum_diff (fermiSea m) S
      (fun j => band t L j - band t L m)
    have e2 := Finset.sum_inter_add_sum_diff S (fermiSea m)
      (fun j => band t L j - band t L m)
    rw [Finset.inter_comm] at e2
    have key : ∑ j ∈ fermiSea m, (band t L j - band t L m) ≤
        ∑ j ∈ S, (band t L j - band t L m) := by linarith
    simp only [Finset.sum_sub_distrib, Finset.sum_const, hc, hF] at key
    unfold energy
    linarith

end

end InfiniteUHubbardRing
```

The compiler's answer:

```
Main.lean:75:15: error(lean.unknownIdentifier): Unknown constant `Finset.sum_inter_add_sum_diff`
```

What went wrong. The message says that no constant called `Finset.sum_inter_add_sum_diff` exists in the environment, so Lean cannot elaborate the term that defines `e1`. The lemma wanted says that the sum over `s ∩ t` plus the sum over `s \ t` equals the sum over `s`. Mathlib has it as `Finset.sum_inter_add_sum_sdiff`, with `sdiff` where the attempt wrote `diff`.

The diff corrects the name in both places and leaves the arguments as they were. The change in `e2` is needed too: it used the same missing name, but Lean reported only the first use because the error at `e1` ended that branch of the proof before `e2` was reached. With both equations available, `Finset.inter_comm` gives them the same common part, and `linarith` can combine them with `hlow` and `hhigh` to prove `key`. The physical argument is unchanged.

As a diff, the version that Lean accepts:

```diff
@@ -73,7 +73,7 @@
       simp only [fermiSea, zone, Finset.mem_Icc, Finset.mem_Ioc] at hz hj'
       exact sub_nonneg.2 (band_mono ht (by omega) (by omega) (by omega))
-    have e1 := Finset.sum_inter_add_sum_diff (fermiSea m) S
+    have e1 := Finset.sum_inter_add_sum_sdiff (fermiSea m) S
       (fun j => band t L j - band t L m)
-    have e2 := Finset.sum_inter_add_sum_diff S (fermiSea m)
+    have e2 := Finset.sum_inter_add_sum_sdiff S (fermiSea m)
       (fun j => band t L j - band t L m)
     rw [Finset.inter_comm] at e2
```
